# In a constant barrier, a slope error grows exponentially outward and stays bounded inward, relative to the decaying solution

Let u be the reduced radial function (the radius times the radial wave function) of an s-wave for a particle of mass m, in a region where the potential V₀ is constant and lies above the energy E₀. With k² = 2m(V₀ − E₀)/ħ², the radial equation is

u″ = k² u.

The coordinate x runs over all real numbers, so the barrier has no edges. The inverse length k is a real parameter, and each result that needs k > 0 assumes it.

```lean
import Mathlib

open Filter

namespace ForbiddenRegionIntegration

noncomputable section
```

A solution is a pair (u, v), where v is the slope of u:

u′ = v, v′ = k² u.

In Lean, `HasDerivAt f f' x` says that f is differentiable at x and that its derivative there is the number f'. The two fields of `ForbiddenSolution` require this at every real x.

```lean
/-- The pair `(u, v)` solves the radial equation `u'' = k² u` of a constant barrier,
written as the first-order system `u' = v`, `v' = k² u`. -/
structure ForbiddenSolution (k : ℝ) (u v : ℝ → ℝ) : Prop where
  du : ∀ x, HasDerivAt u (v x) x
  dv : ∀ x, HasDerivAt v (k ^ 2 * u x) x
```

The reference is the decaying solution exp(−kx). Integration starts at a point a with a dimensionless value error ε and a slope error d, which has the dimension of k:

u(a) = (1 + ε) exp(−ka), v(a) = (−k + d) exp(−ka).

For ε = 0, d is the error of the logarithmic derivative v/u at a. From a onwards the equation is solved exactly. The errors thus stand for imperfect starting data, and the discretisation error of a grid method is not modelled.

```lean
/-- A solution started at `a` from the data of `exp (-k x)`, with relative error `ε` in the value
and with the slope `-k exp (-k a)` of the reference replaced by `(-k + d) exp (-k a)`. -/
structure StartedAt (k a ε d : ℝ) (u v : ℝ → ℝ) : Prop extends ForbiddenSolution k u v where
  value : u a = (1 + ε) * Real.exp (-k * a)
  slope : v a = (-k + d) * Real.exp (-k * a)
```

The relative error carries a sign, and its denominator never vanishes:

relErr(x) = (u(x) − exp(−kx)) / exp(−kx).

```lean
/-- Relative error of `u` at `x` with respect to the decaying solution `exp (-k x)`. -/
def relErr (k : ℝ) (u : ℝ → ℝ) (x : ℝ) : ℝ :=
  (u x - Real.exp (-k * x)) / Real.exp (-k * x)
```

Superpositions of the growing and the decaying exponential have a name of their own, with amplitudes P and Q.

```lean
/-- Superposition of the growing exponential with amplitude `P` and the decaying one with
amplitude `Q`. -/
def modes (k P Q x : ℝ) : ℝ := P * Real.exp (k * x) + Q * Real.exp (-k * x)
```

## (a) The slope of an exponential

Show that, for real c,

d/dx exp(cx) = c exp(cx).

The inner function cx has derivative c, and the chain rule gives exp(cx) · c. In the proof, `h` is the inner derivative, `h.exp` applies the chain rule, and `ring` reorders the factors.

```lean
/-- The derivative of `exp (c x)` is `c exp (c x)`. -/
lemma hasDerivAt_exp_mul (c x : ℝ) :
    HasDerivAt (fun y : ℝ => Real.exp (c * y)) (c * Real.exp (c * x)) x := by
  have h : HasDerivAt (fun y : ℝ => c * y) c x :=
    ((hasDerivAt_id' x).const_mul c).congr_deriv (mul_one c)
  exact h.exp.congr_deriv (by ring)
```

## (b) The two exponentials as reciprocals

Show that

exp(kx) exp(−kx) = 1.

The exponents add up to zero, and exp(0) = 1. Dividing by the reference is therefore the same as multiplying by exp(kx).

```lean
/-- The growing and the decaying exponential are reciprocal to each other. -/
lemma exp_mul_exp_neg (k x : ℝ) : Real.exp (k * x) * Real.exp (-k * x) = 1 := by
  rw [← Real.exp_add, show k * x + -k * x = 0 by ring, Real.exp_zero]
```

## (c) A conserved amplitude

Let s² = k². Show that for every solution and all points x and a

(v(x) + s u(x)) exp(−sx) = (v(a) + s u(a)) exp(−sa).

Differentiate the left side with respect to x and insert u′ = v and v′ = k² u:

(k² u + s v) exp(−sx) − s (v + s u) exp(−sx) = (k² − s²) u exp(−sx) = 0.

A function whose derivative vanishes on the whole line is constant. For u = P exp(kx) + Q exp(−kx), the choice s = k gives the constant 2kP and s = −k gives −2kQ, so for k ≠ 0 each choice isolates one exponential.

The statement `hd` is this derivative. Its `linear_combination` step uses s² = k² to cancel the remainder, and `is_const_of_deriv_eq_zero` concludes.

```lean
/-- For `s = k` or `s = -k`, the combination `(u' + s u) exp (-s x)` keeps its value
along every solution. -/
theorem amplitude_conserved {k s : ℝ} {u v : ℝ → ℝ} (h : ForbiddenSolution k u v)
    (hs : s ^ 2 = k ^ 2) (x a : ℝ) :
    (v x + s * u x) * Real.exp (-s * x) = (v a + s * u a) * Real.exp (-s * a) := by
  have hd : ∀ y, HasDerivAt (fun y => (v y + s * u y) * Real.exp (-s * y)) 0 y := fun y =>
    (((h.dv y).fun_add ((h.du y).const_mul s)).fun_mul
      (hasDerivAt_exp_mul (-s) y)).congr_deriv
        (by linear_combination (-(u y) * Real.exp (-s * y)) * hs)
  exact is_const_of_deriv_eq_zero (fun y => (hd y).differentiableAt)
    (fun y => (hd y).deriv) x a
```

## (d) The exact relative error

Let k > 0. Show that a solution started at a with errors ε and d has, at every real x,

relErr(x) = ε + (d + kε)(exp(2k(x − a)) − 1)/(2k).

Insert the starting data into (c), first with s = k and then with s = −k:

(v(x) + k u(x)) exp(−kx) = (d + kε) exp(−2ka),

(v(x) − k u(x)) exp(kx) = −2k + d − kε.

Write E = exp(2k(x − a)). Multiplying the first line by exp(2kx) gives

(v(x) + k u(x)) exp(kx) = (d + kε) E.

Subtracting the second line removes v:

2k u(x) exp(kx) = (d + kε) E + 2k − d + kε.

By (b), relErr(x) = u(x) exp(kx) − 1, hence

relErr(x) = ((d + kε) E − d + kε)/(2k) = ε + (d + kε)(E − 1)/(2k).

In the code, `A` and `B` are the two conserved amplitudes, `key` is the result of the subtraction divided by 2k, and `hr` is the rewriting by (b). The identity `hE` splits E into factors that depend on a and on x.

```lean
/-- Exact relative error at `x` of a solution started at `a` with value error `ε` and
slope error `d`. -/
theorem relErr_eq {k a ε d : ℝ} {u v : ℝ → ℝ} (hk : 0 < k) (h : StartedAt k a ε d u v)
    (x : ℝ) :
    relErr k u x = ε + (d + k * ε) * (Real.exp (2 * k * (x - a)) - 1) / (2 * k) := by
  have A := amplitude_conserved h.toForbiddenSolution (s := k) rfl x a
  have B := amplitude_conserved h.toForbiddenSolution (s := -k) (by ring) x a
  simp only [neg_neg] at B
  rw [h.value, h.slope] at A B
  have h1 := exp_mul_exp_neg k x
  have h2 := exp_mul_exp_neg k a
  have hE : Real.exp (2 * k * (x - a)) = Real.exp (-k * a) ^ 2 * Real.exp (k * x) ^ 2 := by
    simp only [pow_two, ← Real.exp_add]
    congr 1
    ring
  -- the two conserved amplitudes determine `u x`
  have key : u x * Real.exp (k * x) =
      ((d + k * ε) * (Real.exp (-k * a) ^ 2 * Real.exp (k * x) ^ 2)
        + 2 * k - d + k * ε) / (2 * k) := by
    rw [eq_div_iff (by positivity)]
    linear_combination Real.exp (k * x) ^ 2 * A - B
      - (v x + k * u x) * Real.exp (k * x) * h1 - (-2 * k + d - k * ε) * h2
  have hr : relErr k u x = u x * Real.exp (k * x) - 1 := by
    unfold relErr
    rw [div_eq_iff (Real.exp_pos _).ne']
    linear_combination (-(u x)) * h1
  rw [hr, key, hE]
  field_simp
  ring
```

## (e) A bound inward of the start

Let k > 0 and x ≤ a. Show that

|relErr(x)| ≤ |ε| + |d|/(2k).

Since x − a ≤ 0, the factor E lies between 0 and 1, with 1 reached at x = a. Sorting the result of (d) by ε and d gives

relErr(x) = ε (1 + E)/2 + (d/(2k))(E − 1).

By the triangle inequality,

|relErr(x)| ≤ |ε| (1 + E)/2 + (|d|/(2k))(1 − E).

Both (1 + E)/2 and 1 − E are at most 1, which gives the bound.

The proof first establishes 0 < E ≤ 1 and then, with `generalize`, forgets that E is an exponential. The equation `e` is the sorting, `abs_add_le` is the triangle inequality, and `nlinarith` makes the last estimate.

```lean
/-- At every point inward of the start, the relative error is at most `|ε| + |d| / (2k)`. -/
theorem inward_error_le {k a ε d : ℝ} {u v : ℝ → ℝ} (hk : 0 < k)
    (h : StartedAt k a ε d u v) {x : ℝ} (hx : x ≤ a) :
    |relErr k u x| ≤ |ε| + |d| / (2 * k) := by
  rw [relErr_eq hk h x]
  have hE0 : 0 < Real.exp (2 * k * (x - a)) := Real.exp_pos _
  have hE1 : Real.exp (2 * k * (x - a)) ≤ 1 :=
    Real.exp_le_one_iff.mpr (mul_nonpos_of_nonneg_of_nonpos (by positivity) (by linarith))
  generalize Real.exp (2 * k * (x - a)) = E at hE0 hE1 ⊢
  have e : ε + (d + k * ε) * (E - 1) / (2 * k)
      = ε * ((1 + E) / 2) + d / (2 * k) * (E - 1) := by
    field_simp
    ring
  rw [e]
  refine (abs_add_le _ _).trans ?_
  have h2k : 0 < 2 * k := by positivity
  have hp : 0 < (1 + E) / 2 := by positivity
  have hn : E - 1 ≤ 0 := by linarith
  rw [abs_mul, abs_mul, abs_of_pos hp, abs_of_nonpos hn, abs_div, abs_of_pos h2k]
  have hq : 0 ≤ |d| / (2 * k) := by positivity
  nlinarith [mul_nonneg (abs_nonneg ε) (sub_nonneg.mpr hE1), mul_nonneg hq hE0.le]
```

## (f) The same slope error in both directions

Let k > 0. Let (u, v) be a solution with u(0) = 1 and v(0) = −k + d. Let (w, z) be a solution with w(L) = exp(−kL) and z(L) = (−k + d) exp(−kL). Show that the relative error of u at L is

d (exp(2kL) − 1)/(2k),

and that the relative error of w satisfies, for every x ≤ L,

|relErr(x)| ≤ |d|/(2k).

The first solution starts at a = 0 with ε = 0, and (d) at x = L gives the equation. The second starts at a = L with ε = 0, and (e) gives the bound. The statements `ho` and `hi` record these two readings of the data.

Lean asks for no sign of L. For L > 0, the case of interest, the points x ≤ L include the whole interval [0, L], and for d ≠ 0 the outward error grows like exp(2kL). In atomic-structure codes the tail of a bound radial function is commonly integrated inward from a large radius, and this result shows the benefit for a constant barrier with errors in the starting data only.

```lean
/-- With the same slope error `d`, outward integration from `0` has relative error
`d (exp (2kL) - 1) / (2k)` at `L`, while inward integration from `L` has relative error at
most `|d| / (2k)` at every `x ≤ L`. -/
theorem outward_unstable_inward_stable {k L d : ℝ} {u v w z : ℝ → ℝ} (hk : 0 < k)
    (hout : ForbiddenSolution k u v) (hu : u 0 = 1) (hv : v 0 = -k + d)
    (hin : ForbiddenSolution k w z) (hw : w L = Real.exp (-k * L))
    (hz : z L = (-k + d) * Real.exp (-k * L)) :
    relErr k u L = d * (Real.exp (2 * k * L) - 1) / (2 * k) ∧
      ∀ x ≤ L, |relErr k w x| ≤ |d| / (2 * k) := by
  have ho : StartedAt k 0 0 d u v := ⟨hout, by simp [hu], by simp [hv]⟩
  have hi : StartedAt k L 0 d w z := ⟨hin, by rw [hw]; ring, hz⟩
  constructor
  · rw [relErr_eq hk ho L, sub_zero]
    ring
  · intro x hx
    have := inward_error_le hk hi hx
    rwa [abs_zero, zero_add] at this
```

## (g) Loss of the decaying solution outward

Let k > 0 and d + kε ≠ 0. Show that

|relErr(x)| → ∞ as x → +∞.

Put c = (d + kε)/(2k), which is not zero. Then (d) reads

relErr(x) = c E + (ε − c),

and the reverse triangle inequality gives

|relErr(x)| ≥ |c| E − |ε − c|.

The right side grows without bound, because E does. In the excluded case d = −kε, the formula in (d) leaves the constant error ε: the starting data are those of the decaying solution multiplied by 1 + ε.

`Tendsto … atTop atTop` expresses the divergence. The statement `hlow` says that the lower bound diverges, and `tendsto_atTop_mono` passes this divergence on to the error.

```lean
/-- Outward integration loses the decaying solution: unless the starting errors satisfy
`d + k ε = 0`, the relative error grows beyond every bound. -/
theorem outward_error_diverges {k a ε d : ℝ} {u v : ℝ → ℝ} (hk : 0 < k)
    (h : StartedAt k a ε d u v) (hne : d + k * ε ≠ 0) :
    Tendsto (fun x => |relErr k u x|) atTop atTop := by
  obtain ⟨c, hc⟩ : ∃ c, c = (d + k * ε) / (2 * k) := ⟨_, rfl⟩
  have hc0 : 0 < |c| := abs_pos.mpr (by rw [hc]; exact div_ne_zero hne (by positivity))
  have hE : Tendsto (fun x : ℝ => Real.exp (2 * k * (x + -a))) atTop atTop :=
    Real.tendsto_exp_atTop.comp (Tendsto.const_mul_atTop (by positivity)
      (tendsto_atTop_add_const_right atTop (-a) tendsto_id))
  have hlow : Tendsto (fun x : ℝ => |c| * Real.exp (2 * k * (x + -a)) + -|ε - c|)
      atTop atTop :=
    tendsto_atTop_add_const_right _ _ (hE.const_mul_atTop hc0)
  -- the growing part dominates the constant part
  refine tendsto_atTop_mono (fun x => ?_) hlow
  have e : relErr k u x = c * Real.exp (2 * k * (x + -a)) + (ε - c) := by
    rw [relErr_eq hk h x, hc, sub_eq_add_neg x a]
    ring
  have t := abs_sub_abs_le_abs_sub (c * Real.exp (2 * k * (x + -a))) (-(ε - c))
  rw [abs_neg, sub_neg_eq_add, abs_mul, abs_of_pos (Real.exp_pos _)] at t
  rw [e]
  linarith
```

## (h) The inward limit

Let k > 0 and ε = 0. Show that

relErr(x) → −d/(2k) as x → −∞.

Here E → 0, so (d) tends to d (0 − 1)/(2k). In Lean, `atBot` stands for x → −∞ and `nhds` for the neighbourhoods of the limit; `hE` is the limit of E, and `h2` carries it through the formula.

The modulus of this limit equals the bound in (f), so a smaller constant would fail somewhere on the half-line x ≤ L if d ≠ 0.

```lean
/-- For a pure slope error `d`, the relative error tends to `-d / (2k)` far inward of the
start. -/
theorem inward_error_limit {k a d : ℝ} {u v : ℝ → ℝ} (hk : 0 < k)
    (h : StartedAt k a 0 d u v) :
    Tendsto (relErr k u) atBot (nhds (-d / (2 * k))) := by
  have hE : Tendsto (fun x : ℝ => Real.exp (2 * k * (x + -a))) atBot (nhds 0) :=
    Real.tendsto_exp_atBot.comp (Tendsto.const_mul_atBot (by positivity)
      (tendsto_atBot_add_const_right atBot (-a) tendsto_id))
  have h2 := ((hE.sub_const 1).const_mul d).div_const (2 * k)
  rw [show d * (0 - 1) / (2 * k) = -d / (2 * k) by ring] at h2
  refine h2.congr fun x => ?_
  rw [relErr_eq hk h x, sub_eq_add_neg x a]
  ring
```

## (i) The slope of a superposition

Show that

d/dx (P exp(kx) + Q exp(−kx)) = kP exp(kx) − kQ exp(−kx).

Apply (a) with c = k and with c = −k, multiply by the amplitudes and add. In terms of `modes`, differentiation replaces the amplitudes (P, Q) by (kP, −kQ).

```lean
/-- Differentiating a superposition multiplies the growing amplitude by `k` and the decaying
one by `-k`. -/
lemma hasDerivAt_modes (k P Q x : ℝ) :
    HasDerivAt (modes k P Q) (modes k (k * P) (-(k * Q)) x) x :=
  (((hasDerivAt_exp_mul k x).const_mul P).fun_add
    ((hasDerivAt_exp_mul (-k) x).const_mul Q)).congr_deriv (by unfold modes; ring)
```

## (j) A solution for any starting data

Let k > 0, and let a, ε and d be arbitrary real numbers. With c = (d + kε)/(2k), show that the superposition with the amplitudes

P = c exp(−2ka), Q = 1 + ε − c

solves the equation and has the prescribed data at a.

By (i), the slope has amplitudes (kP, −kQ), and a second derivative gives (k²P, k²Q), which is k² u. The value at a is

c exp(−ka) + (1 + ε − c) exp(−ka) = (1 + ε) exp(−ka).

The slope at a is

kc exp(−ka) − k(1 + ε − c) exp(−ka) = (2kc − k − kε) exp(−ka) = (−k + d) exp(−ka),

because 2kc = d + kε. The solutions treated in (d) to (h) therefore exist for every choice of starting point and errors.

In the code, `hc` is the relation 2kc = d + kε. The two closing `linear_combination` steps check the value and the slope, using (b) to combine the exponentials.

```lean
/-- An explicit superposition of the two exponentials realises any starting point `a` and
any starting errors `ε` and `d`. -/
theorem startedAt_witness {k : ℝ} (hk : 0 < k) (a ε d : ℝ) :
    StartedAt k a ε d
      (modes k ((d + k * ε) / (2 * k) * Real.exp (-k * a) ^ 2)
        (1 + ε - (d + k * ε) / (2 * k)))
      (modes k (k * ((d + k * ε) / (2 * k) * Real.exp (-k * a) ^ 2))
        (-(k * (1 + ε - (d + k * ε) / (2 * k))))) := by
  have hc : 2 * k * ((d + k * ε) / (2 * k)) = d + k * ε :=
    mul_div_cancel₀ _ (by positivity)
  generalize (d + k * ε) / (2 * k) = c at hc ⊢
  have h1 := exp_mul_exp_neg k a
  refine ⟨⟨fun x => hasDerivAt_modes _ _ _ x, fun x =>
    (hasDerivAt_modes _ _ _ x).congr_deriv (by unfold modes; ring)⟩, ?_, ?_⟩
  · unfold modes
    linear_combination c * Real.exp (-k * a) * h1
  · unfold modes
    linear_combination k * c * Real.exp (-k * a) * h1 + Real.exp (-k * a) * hc

end

end ForbiddenRegionIntegration
```

```lean
#print axioms ForbiddenRegionIntegration.outward_unstable_inward_stable
#print axioms ForbiddenRegionIntegration.outward_error_diverges
#print axioms ForbiddenRegionIntegration.inward_error_limit
```

```
'ForbiddenRegionIntegration.outward_unstable_inward_stable' depends on axioms: [propext, Classical.choice, Quot.sound]
'ForbiddenRegionIntegration.outward_error_diverges' depends on axioms: [propext, Classical.choice, Quot.sound]
'ForbiddenRegionIntegration.inward_error_limit' depends on axioms: [propext, Classical.choice, Quot.sound]
```
